# Kohn excitation: interactions that commute with all positions and the total momentum leave the quantum ω of a common harmonic trap unchanged

## Shaking a trapped cloud

Several particles sit in the same harmonic trap and interact with one another. If the whole cloud is displaced and released, it oscillates about the trap centre. Does the interaction shift the frequency?

Work along one direction, with $\hbar=1$. Particle $j$ has position $x_j$, momentum $p_j$ and mass $m_j$, and every particle feels the same trap frequency $\omega$:

$$H=\sum_j h_j+U,\qquad h_j=\frac{p_j^2}{2m_j}+\frac{m_j\omega^2x_j^2}{2}.$$

Write $P=\sum_j p_j$, $M=\sum_j m_j$ and, for $M\neq0$, $R=\sum_j m_jx_j/M$. An interaction that depends only on relative positions commutes with every $x_j$ and with $P$. These two properties are all that is required of $U$. The collective operators are

$$A=\sum_j(m_j\omega x_j-ip_j)=M\omega R-iP,\qquad B=\sum_j(m_j\omega x_j+ip_j).$$

Here $A$ raises the energy. For $M,\omega>0$ the textbook creation operator is $a^\dagger=A/\sqrt{2M\omega}$.

## The commutator and the tower of states

For nonzero masses, `kohn_raising` states that $[H,A]=\omega A$. In the Heisenberg picture, which is not formalised here, this reads $A(t)=e^{i\omega t}A(0)$, so for positive masses and self-adjoint $H$ the centre of mass oscillates at $\omega$ with or without the interaction. For at least one particle, positive masses, $\omega>0$ and symmetric $x_j,p_j$, `kohn_tower` adds that every eigenstate $\psi$ of energy $E$ gives nonzero eigenstates $A^n\psi$ of energies $E+n\omega$, for all $n=0,1,2,\dots$

The Lean objects correspond to the physics as follows.

- `ι` is the finite set of particle labels, and `𝒜` is a complex algebra of observables.
- `Canonical x p` says that positions commute, momenta commute, and $[x_j,p_k]=i\delta_{jk}$.
- `hamiltonian`, `raising` and `lowering` are $H$, $A$ and $B$.
- For the tower, the algebra is `Module.End ℂ V`, the linear maps of a complex inner product space `V` into itself. `IsSymmetric` means $\langle x_ju,v\rangle=\langle u,x_jv\rangle$, and likewise for $p_j$.

`U` need not be symmetric, so `E` is allowed to be complex. In three dimensions, `U` may also contain the kinetic and trap energies of the transverse directions, since these commute with every $x_j$ and with $P$.

The step left to the user is the choice of domain. Position and momentum are unbounded, so `V` should be a dense space of wavefunctions, such as the Schwartz functions, that $x_j$, $p_j$ and $U$ map into itself and that contains the eigenstate. The Coulomb repulsion is not covered in this form: its eigenstates are not smooth where two particles meet, and repeated application of a single $p_j$ takes them out of the square-integrable functions. The excitation energy $\omega$ survives there because the centre-of-mass motion separates from the relative motion, but that argument is not formalised here.

The result usually called Kohn's theorem concerns the cyclotron resonance of interacting electrons in a uniform magnetic field; the Hamiltonian here has a harmonic trap and no magnetic field. For model electrons in a parabolic quantum dot, with a smooth interaction that depends only on relative positions, the result supplies an excitation energy with which an approximate many-body calculation can be compared. The electrons have equal masses, so exchanging two of them leaves $A$ unchanged, and $A^n\psi$ is antisymmetric whenever $\psi$ is; this step is not formalised here.

## From one oscillator to the whole cloud

**One particle.** From $[x,p]=i$,

$$[p^2,x]=p[p,x]+[p,x]p=-2ip,\qquad [x^2,p]=x[x,p]+[x,p]x=2ix.$$

With $h=p^2/(2m)+m\omega^2x^2/2$,

$$[h,m\omega x-ip]=\frac{\omega}{2}(-2ip)-\frac{im\omega^2}{2}(2ix)=\omega(m\omega x-ip).$$

**All particles.** For $j\ne k$, $h_j$ commutes with $x_k$ and $p_k$, so only $h_k$ acts on the $k$th term of $A$. The interaction drops out because

$$[U,A]=\sum_j m_j\omega[U,x_j]-i[U,P]=0.$$

Summing over $k$ gives $[H,A]=\omega A$. Replacing $\omega$ by $-\omega$ leaves $H$ unchanged and turns $A$ into $-B$, so $[H,B]=-\omega B$.

**The ladder commutator.** Let $X=\sum_jm_j\omega x_j$. Since $[x_j,P]=i$, we have $[X,P]=i\omega M$, and therefore

$$[B,A]=[X+iP,X-iP]=-2i[X,P]=2\omega M.$$

**No state is annihilated.** Symmetry of $x_j$ and $p_j$ gives $\langle Au,v\rangle=\langle u,Bv\rangle$. Hence

$$\|A\psi\|^2=\langle\psi,BA\psi\rangle=\langle\psi,AB\psi\rangle+2\omega M\|\psi\|^2=\|B\psi\|^2+2\omega M\|\psi\|^2.$$

For $\omega,M>0$ and $\psi\ne0$ this is positive. If $\psi$ has unit norm, the normalised raised state is $A\psi/\sqrt{\|B\psi\|^2+2\omega M}$.

**Induction.** Let $\varphi=A^n\psi$ be nonzero with energy $E+n\omega$. Then $A\varphi\neq0$, and

$$HA\varphi=AH\varphi+\omega A\varphi=(E+(n+1)\omega)A\varphi.$$

## One particle, and a force that pins the centre of mass

For a single particle with $U=0$, $A$ is the usual oscillator raising operator up to the factor $\sqrt{2m\omega}$.

The same case shows that commuting with the positions alone is not enough. Take $U=\kappa x^2/2$ with $\kappa>0$. It commutes with $x$ but not with $p$, and

$$[H,A]=\omega A+\kappa x.$$

The level spacing becomes $\sqrt{\omega^2+\kappa/m}$: this $U$ is an additional external spring, which stiffens the trap.

## The Lean source

```lean
import Mathlib

open Complex

namespace KohnExcitation

noncomputable section

variable {ι : Type*} [Fintype ι] [DecidableEq ι]
variable {𝒜 : Type*} [Ring 𝒜] [Algebra ℂ 𝒜]

/-- The canonical commutation relations for positions `x j` and momenta `p j`, with `ħ = 1`. -/
structure Canonical {ι : Type*} [DecidableEq ι] {𝒜 : Type*} [Ring 𝒜] [Algebra ℂ 𝒜]
    (x p : ι → 𝒜) : Prop where
  xx : ∀ j k, x j * x k = x k * x j
  pp : ∀ j k, p j * p k = p k * p j
  xp : ∀ j k, x j * p k - p k * x j = if j = k then I • (1 : 𝒜) else 0

/-- Energy `p²/(2m) + m ω² x²/2` of one particle in the trap, for nonzero mass `m`. -/
def trapEnergy (m ω : ℝ) (x p : 𝒜) : 𝒜 :=
  (1 / (2 * (m : ℂ))) • (p * p) + ((m : ℂ) * (ω : ℂ) ^ 2 / 2) • (x * x)

/-- The Hamiltonian of trapped particles of nonzero masses `m j` with interaction `U`. -/
def hamiltonian (m : ι → ℝ) (ω : ℝ) (x p : ι → 𝒜) (U : 𝒜) : 𝒜 :=
  ∑ j, trapEnergy (m j) ω (x j) (p j) + U

/-- The collective raising operator `∑ (m ω x - i p)`. -/
def raising (m : ι → ℝ) (ω : ℝ) (x p : ι → 𝒜) : 𝒜 :=
  ∑ j, (((m j : ℂ) * (ω : ℂ)) • x j - I • p j)

/-- The collective lowering operator `∑ (m ω x + i p)`. -/
def lowering (m : ι → ℝ) (ω : ℝ) (x p : ι → 𝒜) : 𝒜 :=
  ∑ j, (((m j : ℂ) * (ω : ℂ)) • x j + I • p j)

/-- For one canonical pair and nonzero mass, the trap energy `h` and `a = m ω x - i p` satisfy
`[h, a] = ω a`. -/
theorem one_particle {m : ℝ} (hm : m ≠ 0) (ω : ℝ) {x p : 𝒜}
    (h : x * p - p * x = I • (1 : 𝒜)) :
    trapEnergy m ω x p * (((m : ℂ) * (ω : ℂ)) • x - I • p)
      - (((m : ℂ) * (ω : ℂ)) • x - I • p) * trapEnergy m ω x p
      = (ω : ℂ) • (((m : ℂ) * (ω : ℂ)) • x - I • p) := by
  have hm' : (m : ℂ) ≠ 0 := by exact_mod_cast hm
  -- the commutators of p² with x and of x² with p
  have e1 : p * (p * x) - x * (p * p) = (-(2 * I)) • p := by
    have : p * (p * x) - x * (p * p)
        = -(p * (x * p - p * x) + (x * p - p * x) * p) := by noncomm_ring
    rw [this, h, mul_smul_comm, smul_mul_assoc, mul_one, one_mul]
    module
  have e2 : x * (x * p) - p * (x * x) = (2 * I) • x := by
    have : x * (x * p) - p * (x * x)
        = x * (x * p - p * x) + (x * p - p * x) * x := by noncomm_ring
    rw [this, h, mul_smul_comm, smul_mul_assoc, mul_one, one_mul]
    module
  have s1 : 1 / (2 * (m : ℂ)) * ((m : ℂ) * (ω : ℂ)) = (ω : ℂ) / 2 := by
    field_simp
  have s2 : (m : ℂ) * (ω : ℂ) ^ 2 / 2 * I * (2 * I) = -((m : ℂ) * (ω : ℂ) ^ 2) := by
    linear_combination ((m : ℂ) * (ω : ℂ) ^ 2) * I_sq
  have key : trapEnergy m ω x p * (((m : ℂ) * (ω : ℂ)) • x - I • p)
      - (((m : ℂ) * (ω : ℂ)) • x - I • p) * trapEnergy m ω x p
      = (1 / (2 * (m : ℂ)) * ((m : ℂ) * (ω : ℂ))) • (p * (p * x) - x * (p * p))
        - ((m : ℂ) * (ω : ℂ) ^ 2 / 2 * I) • (x * (x * p) - p * (x * x)) := by
    simp only [trapEnergy, mul_add, add_mul, mul_sub, sub_mul, smul_mul_assoc,
      mul_smul_comm, mul_assoc]
    module
  rw [key, e1, e2, s1, smul_smul ((m : ℂ) * (ω : ℂ) ^ 2 / 2 * I), s2]
  module

/-- **Kohn excitation.** For canonical positions and momenta, nonzero masses and any interaction
commuting with all positions and with the total momentum, `[H, A] = ω A` for the collective raising
operator `A`. -/
theorem kohn_raising {m : ι → ℝ} (hm : ∀ j, m j ≠ 0) (ω : ℝ) {x p : ι → 𝒜} {U : 𝒜}
    (h : Canonical x p) (hx : ∀ j, Commute U (x j)) (hP : Commute U (∑ j, p j)) :
    hamiltonian m ω x p U * raising m ω x p - raising m ω x p * hamiltonian m ω x p U
      = (ω : ℂ) • raising m ω x p := by
  -- the interaction drops out
  have hU : Commute U (raising m ω x p) := by
    rw [raising, Finset.sum_sub_distrib, ← Finset.smul_sum]
    exact (Commute.sum_right _ _ _ fun j _ => (hx j).smul_right _).sub_right
      (hP.smul_right _)
  -- only the k-th oscillator acts on the k-th term
  have hk : ∀ k, (∑ j, trapEnergy (m j) ω (x j) (p j))
        * (((m k : ℂ) * (ω : ℂ)) • x k - I • p k)
      - (((m k : ℂ) * (ω : ℂ)) • x k - I • p k) * (∑ j, trapEnergy (m j) ω (x j) (p j))
      = (ω : ℂ) • (((m k : ℂ) * (ω : ℂ)) • x k - I • p k) := by
    intro k
    rw [Finset.sum_mul, Finset.mul_sum, ← Finset.sum_sub_distrib,
      Finset.sum_eq_single k]
    · exact one_particle (hm k) ω (by simpa using h.xp k k)
    · intro j _ hjk
      have c1 : Commute (x j) (x k) := h.xx j k
      have c2 : Commute (p j) (p k) := h.pp j k
      have c3 : Commute (x j) (p k) := sub_eq_zero.mp (by rw [h.xp, if_neg hjk])
      have c4 : Commute (p j) (x k) :=
        (sub_eq_zero.mp (by rw [h.xp, if_neg (Ne.symm hjk)]) : x k * p j = p j * x k).symm
      have cx := (c1.smul_right ((m k : ℂ) * (ω : ℂ))).sub_right (c3.smul_right I)
      have cp := (c4.smul_right ((m k : ℂ) * (ω : ℂ))).sub_right (c2.smul_right I)
      exact sub_eq_zero.mpr
        (((cp.mul_left cp).smul_left _).add_left ((cx.mul_left cx).smul_left _)).eq
    · intro hn
      exact absurd (Finset.mem_univ k) hn
  rw [hamiltonian]
  generalize (∑ j, trapEnergy (m j) ω (x j) (p j)) = T at hk ⊢
  have hT : T * raising m ω x p - raising m ω x p * T = (ω : ℂ) • raising m ω x p := by
    rw [raising, Finset.mul_sum, Finset.sum_mul, ← Finset.sum_sub_distrib, Finset.smul_sum]
    exact Finset.sum_congr rfl fun k _ => hk k
  rw [add_mul, mul_add, hU.eq, ← hT]
  abel

/-- For canonical positions and momenta, each position has commutator `i` with the total momentum.
-/
theorem position_total_momentum {x p : ι → 𝒜} (h : Canonical x p) (a : ι) :
    x a * (∑ j, p j) - (∑ j, p j) * x a = I • (1 : 𝒜) := by
  rw [Finset.mul_sum, Finset.sum_mul, ← Finset.sum_sub_distrib]
  simp only [h.xp, Finset.sum_ite_eq, Finset.mem_univ, if_true]

/-- For canonical positions and momenta, the collective ladder operators obey `[B, A] = 2 ω M`, with
`M` the total mass. -/
theorem ladder_commutator (m : ι → ℝ) (ω : ℝ) {x p : ι → 𝒜} (h : Canonical x p) :
    lowering m ω x p * raising m ω x p - raising m ω x p * lowering m ω x p
      = ((2 * ω * ∑ j, m j : ℝ) : ℂ) • (1 : 𝒜) := by
  have hc := position_total_momentum h
  rw [lowering, raising, Finset.sum_sub_distrib, Finset.sum_add_distrib, ← Finset.smul_sum]
  generalize (∑ j, p j) = P at hc ⊢
  have hXP : (∑ j, ((m j : ℂ) * (ω : ℂ)) • x j) * P - P * (∑ j, ((m j : ℂ) * (ω : ℂ)) • x j)
      = (∑ j, (m j : ℂ) * (ω : ℂ) * I) • (1 : 𝒜) := by
    rw [Finset.sum_mul, Finset.mul_sum, ← Finset.sum_sub_distrib, Finset.sum_smul]
    refine Finset.sum_congr rfl fun j _ => ?_
    rw [smul_mul_assoc, mul_smul_comm, ← smul_sub, hc, smul_smul]
  generalize (∑ j, ((m j : ℂ) * (ω : ℂ)) • x j) = X at hXP ⊢
  have key : (X + I • P) * (X - I • P) - (X - I • P) * (X + I • P)
      = (-(2 * I)) • (X * P - P * X) := by
    simp only [mul_add, add_mul, mul_sub, sub_mul, smul_mul_assoc, mul_smul_comm]
    module
  rw [key, hXP, smul_smul]
  congr 1
  push_cast
  rw [Finset.mul_sum, Finset.mul_sum]
  refine Finset.sum_congr rfl fun j _ => ?_
  linear_combination (-2 * (m j : ℂ) * (ω : ℂ)) * I_sq

section States

variable {V : Type*} [NormedAddCommGroup V] [InnerProductSpace ℂ V]

/-- For symmetric canonical positions and momenta, `‖Aψ‖² = ‖Bψ‖² + 2 ω M ‖ψ‖²`. -/
theorem norm_raising (m : ι → ℝ) (ω : ℝ) {x p : ι → Module.End ℂ V} (h : Canonical x p)
    (hx : ∀ j, LinearMap.IsSymmetric (x j)) (hp : ∀ j, LinearMap.IsSymmetric (p j)) (ψ : V) :
    ‖raising m ω x p ψ‖ ^ 2
      = ‖lowering m ω x p ψ‖ ^ 2 + 2 * ω * (∑ j, m j) * ‖ψ‖ ^ 2 := by
  -- B is the formal adjoint of A
  have adj : ∀ u v : V,
      inner ℂ (raising m ω x p u) v = inner ℂ u (lowering m ω x p v) := by
    intro u v
    simp only [raising, lowering, LinearMap.sum_apply, sum_inner, inner_sum]
    refine Finset.sum_congr rfl fun j _ => ?_
    have h1 : inner ℂ (x j u) v = inner ℂ u (x j v) := hx j u v
    have h2 : inner ℂ (p j u) v = inner ℂ u (p j v) := hp j u v
    simp only [LinearMap.sub_apply, LinearMap.add_apply, LinearMap.smul_apply,
      inner_sub_left, inner_add_right, inner_smul_left, inner_smul_right, h1, h2,
      map_mul, conj_ofReal, conj_I]
    ring
  have n : ∀ v : V, inner ℂ v v = ((‖v‖ ^ 2 : ℝ) : ℂ) := by
    intro v
    rw [inner_self_eq_norm_sq_to_K]
    push_cast
    rfl
  have hB : inner ℂ ψ (raising m ω x p (lowering m ω x p ψ))
      = ((‖lowering m ω x p ψ‖ ^ 2 : ℝ) : ℂ) := by
    rw [← inner_conj_symm, adj, n, conj_ofReal]
  have c := congrArg (fun T : Module.End ℂ V => inner ℂ ψ (T ψ)) (ladder_commutator m ω h)
  simp only [LinearMap.sub_apply, Module.End.mul_apply, LinearMap.smul_apply,
    Module.End.one_apply, inner_sub_right, inner_smul_right] at c
  rw [← adj, hB, n, n] at c
  have c' : ‖raising m ω x p ψ‖ ^ 2 - ‖lowering m ω x p ψ‖ ^ 2
      = 2 * ω * (∑ j, m j) * ‖ψ‖ ^ 2 := by exact_mod_cast c
  linarith

/-- **Kohn tower.** For at least one particle, positive masses and trap frequency, symmetric
canonical `x j`, `p j`, and `U` commuting with all positions and the total momentum, every
eigenstate of energy `E` yields nonzero eigenstates `Aⁿψ` of energies `E + n ω`. -/
theorem kohn_tower [Nonempty ι] {m : ι → ℝ} (hm : ∀ j, 0 < m j) {ω : ℝ} (hω : 0 < ω)
    {x p : ι → Module.End ℂ V} {U : Module.End ℂ V} (h : Canonical x p)
    (hx : ∀ j, LinearMap.IsSymmetric (x j)) (hp : ∀ j, LinearMap.IsSymmetric (p j))
    (hUx : ∀ j, Commute U (x j)) (hUP : Commute U (∑ j, p j))
    {E : ℂ} {ψ : V} (hψ : ψ ≠ 0) (hE : hamiltonian m ω x p U ψ = E • ψ) (n : ℕ) :
    (raising m ω x p ^ n) ψ ≠ 0 ∧
      hamiltonian m ω x p U ((raising m ω x p ^ n) ψ)
        = (E + n * ω) • (raising m ω x p ^ n) ψ := by
  induction n with
  | zero => simpa using And.intro hψ hE
  | succ n ih =>
    obtain ⟨h0, h1⟩ := ih
    rw [pow_succ', Module.End.mul_apply]
    generalize (raising m ω x p ^ n) ψ = φ at h0 h1 ⊢
    constructor
    · -- the norm identity forbids annihilation
      intro hz
      have hn := norm_raising m ω h hx hp φ
      rw [hz, norm_zero] at hn
      have hM : 0 < ∑ j, m j := Finset.sum_pos (fun j _ => hm j) Finset.univ_nonempty
      have hφ : 0 < ‖φ‖ := norm_pos_iff.mpr h0
      have hpos : 0 < 2 * ω * (∑ j, m j) * ‖φ‖ ^ 2 := by positivity
      nlinarith [sq_nonneg ‖lowering m ω x p φ‖]
    · have c := LinearMap.congr_fun
        (kohn_raising (fun j => (hm j).ne') ω h hUx hUP) φ
      simp only [LinearMap.sub_apply, Module.End.mul_apply, LinearMap.smul_apply] at c
      rw [h1, map_smul] at c
      rw [sub_eq_iff_eq_add.mp c]
      push_cast
      module

end States

/-- For canonical positions and momenta, every power of a relative coordinate `x a - x b` commutes
with all positions and with the total momentum. -/
theorem interaction_witness {x p : ι → 𝒜} (h : Canonical x p) (a b : ι) (n : ℕ) :
    (∀ j, Commute ((x a - x b) ^ n) (x j)) ∧ Commute ((x a - x b) ^ n) (∑ j, p j) := by
  constructor
  · intro j
    have ha : Commute (x a) (x j) := h.xx a j
    have hb : Commute (x b) (x j) := h.xx b j
    exact (ha.sub_left hb).pow_left n
  · have hd : Commute (x a - x b) (∑ j, p j) := by
      apply sub_eq_zero.mp
      rw [sub_mul, mul_sub, sub_sub_sub_comm, position_total_momentum h a,
        position_total_momentum h b, sub_self]
    exact hd.pow_left n

omit [Fintype ι] in
/-- On complex polynomials, multiplication by the variables and `-i` times the partial
derivatives satisfy the canonical relations. -/
theorem canonical_witness : Canonical
    (fun j : ι => LinearMap.mulLeft ℂ (MvPolynomial.X j : MvPolynomial ι ℂ))
    (fun j : ι => (-I) • (MvPolynomial.pderiv (R := ℂ) j).toLinearMap) where
  xx j k := LinearMap.ext fun f => mul_left_comm _ _ _
  pp j k := by
    -- partial derivatives commute because they do so on the variables
    have hD : ⁅(MvPolynomial.pderiv j : Derivation ℂ (MvPolynomial ι ℂ) (MvPolynomial ι ℂ)),
        (MvPolynomial.pderiv k : Derivation ℂ (MvPolynomial ι ℂ) (MvPolynomial ι ℂ))⁆
        = 0 := by
      apply MvPolynomial.derivation_ext
      intro i
      rw [Derivation.commutator_apply, MvPolynomial.pderiv_X, MvPolynomial.pderiv_X]
      simp only [Pi.single_apply]
      split_ifs <;> simp
    refine LinearMap.ext fun f => ?_
    have hf := DFunLike.congr_fun hD f
    rw [Derivation.commutator_apply, Derivation.zero_apply, sub_eq_zero] at hf
    change (-I) • MvPolynomial.pderiv j ((-I) • MvPolynomial.pderiv k f)
      = (-I) • MvPolynomial.pderiv k ((-I) • MvPolynomial.pderiv j f)
    rw [Derivation.map_smul, Derivation.map_smul, hf]
  xp j k := by
    refine LinearMap.ext fun f => ?_
    change (MvPolynomial.X j : MvPolynomial ι ℂ) * ((-I) • MvPolynomial.pderiv k f)
      - (-I) • MvPolynomial.pderiv k (MvPolynomial.X j * f) = _
    rw [Derivation.leibniz]
    split_ifs with hjk
    · subst hjk
      rw [MvPolynomial.pderiv_X_self]
      simp only [smul_eq_mul, mul_one, LinearMap.smul_apply, Module.End.one_apply,
        mul_smul_comm]
      module
    · rw [MvPolynomial.pderiv_X_of_ne hjk]
      simp only [smul_eq_mul, mul_zero, LinearMap.zero_apply, mul_smul_comm]
      module

end

end KohnExcitation
```

```lean
#print axioms KohnExcitation.position_total_momentum
#print axioms KohnExcitation.kohn_tower
```

```
'KohnExcitation.position_total_momentum' depends on axioms: [propext, Classical.choice, Quot.sound]
'KohnExcitation.kohn_tower' depends on axioms: [propext, Classical.choice, Quot.sound]
```

## How the lemmas carry the argument

`one_particle` is the single-oscillator calculation. Its steps `e1` and `e2` are the commutators $[p^2,x]$ and $[x^2,p]$; `noncomm_ring` rearranges the products without exchanging $x$ and $p$. The step `key` expands the full commutator into these two, and `module` collects the scalar coefficients.

In `kohn_raising`, `hU` shows that $U$ commutes with $A$. The step `hk` treats the $k$th term of $A$: `Finset.sum_eq_single` keeps only $h_k$, once the four relations `c1` to `c4` have shown that different particles commute. Summing `hk` over $k$ gives the trap part of the commutator, and `hU` removes the interaction.

`position_total_momentum` proves $[x_a,P]=i$ by reducing the sum to its one nonzero term. `ladder_commutator` uses it to obtain $[X,P]$ in `hXP`, and its `key` is the identity $[B,A]=-2i[X,P]$.

`norm_raising` first proves the adjoint relation `adj`, then takes the expectation value of the ladder commutator in $\psi$. In `kohn_tower`, the induction has two halves. If $A\varphi$ were zero, the norm identity would equate zero with a nonnegative term plus a positive one, which `nlinarith` refutes. The energy follows by applying `kohn_raising` to $\varphi$.

The last two theorems supply examples for the algebraic hypotheses. `interaction_witness` shows that every power of $x_a-x_b$ is an admissible $U$: both positions have commutator $i$ with $P$, so the difference has none. `canonical_witness` realises the canonical relations on polynomials, with $x_j$ as multiplication and $p_j=-i\,\partial/\partial x_j$. Partial derivatives commute because their commutator is a derivation that vanishes on the variables, and the mixed relation is the Leibniz rule. No inner product is involved in this example, so it illustrates the commutator theorem and not the symmetry hypotheses of the tower.
